# The large-argument form of the Boys function $F_0$: two-sided error bounds and a cutoff at 29

## A Gaussian charge seen from a distance

Take a unit charge spread out with the density $(p/\pi)^{3/2}e^{-pr^2}$, where $p>0$ sets the width and $r$ is the distance from the centre. In atomic units, its electrostatic potential at a distance $R>0$ from the centre is

$$V(R)=2\sqrt{\frac{p}{\pi}}\;F_0(pR^2),\qquad F_0(x)=\int_0^1 e^{-xt^2}\,dt .$$

The function $F_0$ is the Boys function of order zero. It also appears in the nuclear-attraction integrals over $s$-type Gaussians, because a product of two such Gaussians is again a Gaussian.

Far away, the cloud should look like a point charge. Replacing $F_0(x)$ by $\tfrac12\sqrt{\pi/x}$ with $x=pR^2$ gives exactly $V(R)=1/R$. The difference

$$E(x)=\frac12\sqrt{\frac{\pi}{x}}-F_0(x)$$

therefore measures, up to the factor $2\sqrt{p/\pi}$, how much the finite width of the cloud lowers the potential. How large must $x$ be before this difference can be neglected at a given precision?

## Bounds for every positive argument

For every real $x>0$,

$$\frac{e^{-x}}{2x}\left(1-\frac1{2x}\right)<E(x)<\frac{e^{-x}}{2x}.$$

Moreover, $|E(x)|<10^{-14}$ for all $x\ge 29$, and $E(x)>10^{-14}$ for all $0<x\le 28$. Thus 29 is the smallest integer from which the point-charge form stays within $10^{-14}$ of $F_0$. For a program that evaluates $F_0$ by this form at large argument, the result bounds the truncation error at order zero, in exact real arithmetic.

In Lean, `boysF0 x` is the integral over $[0,1]$ and `asymptoticError x` is $E(x)$. The argument `x` is a real number, standing for the dimensionless $pR^2$. The three final theorems read as follows:

- `boysF0_asymptotic_bounds` assumes `0 < x` and gives the two strict inequalities, joined by `∧`.
- `error_below_of_ge` assumes `29 ≤ x` and bounds the absolute value of the error by `1 / 10 ^ 14`.
- `error_above_of_le` assumes `0 < x` and `x ≤ 28` and puts the error itself above the same number.

The condition $x>0$ means that the observation point is not at the centre of the cloud, where the point-charge potential diverges. The tolerance is absolute and applies to $F_0$, so an error in $V$ carries the additional factor $2\sqrt{p/\pi}$. Floating-point rounding and Boys functions of higher order are not treated, and the theorems leave open where between 28 and 29 the error crosses $10^{-14}$.

## Comparing slopes beyond $t=1$

The full Gaussian integral is $\int_0^\infty e^{-xt^2}dt=\tfrac12\sqrt{\pi/x}$, so the error is the tail

$$E(x)=\int_1^\infty e^{-xt^2}\,dt .$$

To bound it, choose a differentiable function $G$ on $[1,\infty)$ that tends to zero at infinity, and compare its slope $g=G'$ with the Gaussian. Let $c$ be $+1$ or $-1$, and define

$$\Phi(b)=c\left(\int_0^b e^{-xt^2}\,dt-G(b)\right).$$

Then $\Phi'(b)=c\,(e^{-xb^2}-g(b))$. If this is positive for all $b\ge1$, then $\Phi$ is strictly increasing there, and $\Phi(1)<\Phi(2)\le\Phi(b)$ for $b\ge2$. Letting $b\to\infty$ gives

$$c\,(F_0(x)-G(1))=\Phi(1)<\Phi(2)\le \frac c2\sqrt{\frac{\pi}{x}},$$

that is, $0<c\,(E(x)+G(1))$. The intermediate value $\Phi(2)$ keeps the inequality strict, since a limit alone would only preserve $\le$. With $c=-1$ the result is $E(x)<-G(1)$; with $c=+1$ it is $E(x)>-G(1)$.

## The upper bound

Take $G(t)=-e^{-xt^2}/(2xt)$. The product rule gives

$$g(t)=e^{-xt^2}\left(1+\frac1{2xt^2}\right)>e^{-xt^2}.$$

Since $|G(t)|\le 1/(2xt)$, $G$ vanishes at infinity. The case $c=-1$ yields $E(x)<e^{-x}/(2x)$.

## A lower bound that stays positive

Take $G(t)=-t\,e^{-xt^2}/(2xt^2+1)$ and abbreviate $u=2xt^2$. The derivative of the numerator $t\,e^{-xt^2}$ is $(1-u)e^{-xt^2}$, and the derivative of the denominator is $4xt$. Hence

$$g(t)=e^{-xt^2}\,\frac{(u-1)(u+1)+2u}{(u+1)^2}
=e^{-xt^2}\left(1-\frac{2}{(u+1)^2}\right)<e^{-xt^2}.$$

Again $|G(t)|\le t/(2xt^2)=1/(2xt)$, so $G$ vanishes at infinity. The case $c=+1$ yields

$$\frac{e^{-x}}{2x+1}<E(x).$$

This implies the lower bound stated earlier, because

$$\frac{e^{-x}}{2x+1}-\frac{e^{-x}}{2x}\left(1-\frac1{2x}\right)
=\frac{e^{-x}}{4x^2(2x+1)}>0 .$$

The new bound also shows that $E(x)$ is positive for every $x>0$, whereas the earlier one is zero or negative when $x\le\tfrac12$.

## From bounds on $e$ to the cutoff

For $x\ge29$, the upper bound is at most $e^{-29}/58$. From $e>2.7$ one obtains $e^{29}>2.7^{29}>2\cdot10^{12}$, so

$$0<E(x)<\frac{e^{-29}}{58}<\frac{1}{58\cdot 2\cdot10^{12}}<10^{-14}.$$

For $0<x\le28$, the lower bound $e^{-x}/(2x+1)$ is at least $e^{-28}/57$. From $e<2.72$ one obtains $e^{28}<2.72^{28}<1.6\cdot10^{12}$, so

$$E(x)>\frac{e^{-28}}{57}>\frac{1}{57\cdot1.6\cdot10^{12}}>10^{-14}.$$

## The bounds and the cutoff in Lean

```lean
import Mathlib

open MeasureTheory Filter
open scoped Real Topology

namespace BoysFunctionAsymptotics

noncomputable section

/-- The Boys function of order zero, the integral of `exp (-x t²)` over `[0, 1]`. -/
def boysF0 (x : ℝ) : ℝ := ∫ t in (0 : ℝ)..1, Real.exp (-x * t ^ 2)

/-- The leading asymptotic term `√(π/x)/2` minus the Boys function of order zero. -/
def asymptoticError (x : ℝ) : ℝ := Real.sqrt (π / x) / 2 - boysF0 x

/-- The integral of the Gaussian from `0` to `b` tends to `√(π/x)/2` as `b` grows. -/
theorem gaussian_partial_tendsto {x : ℝ} (hx : 0 < x) :
    Tendsto (fun b : ℝ => ∫ t in (0 : ℝ)..b, Real.exp (-x * t ^ 2)) atTop
      (𝓝 (Real.sqrt (π / x) / 2)) := by
  have h := intervalIntegral_tendsto_integral_Ioi (0 : ℝ)
    (integrable_exp_neg_mul_sq hx).integrableOn tendsto_id
  rw [integral_gaussian_Ioi] at h
  exact h

/-- Comparison principle: if `G` vanishes at infinity and its slope stays strictly on one side
of the Gaussian on `[1, ∞)`, then `-G 1` bounds the asymptotic error strictly on that side.
The sign of `c` selects the side. -/
theorem error_comparison {x : ℝ} (hx : 0 < x) (c : ℝ) {G g : ℝ → ℝ}
    (hG : ∀ t, 1 ≤ t → HasDerivAt G (g t) t)
    (hpos : ∀ t, 1 ≤ t → 0 < c * (Real.exp (-x * t ^ 2) - g t))
    (hlim : Tendsto G atTop (𝓝 0)) :
    0 < c * (asymptoticError x + G 1) := by
  have hcont : Continuous (fun t : ℝ => Real.exp (-x * t ^ 2)) := by fun_prop
  let Φ : ℝ → ℝ := fun b => c * ((∫ t in (0 : ℝ)..b, Real.exp (-x * t ^ 2)) - G b)
  have hd : ∀ t, 1 ≤ t → HasDerivAt Φ (c * (Real.exp (-x * t ^ 2) - g t)) t := fun t ht =>
    ((hcont.integral_hasStrictDerivAt 0 t).hasDerivAt.fun_sub (hG t ht)).const_mul c
  -- the partial integral minus `G` is strictly monotone beyond `1`
  have hmono : StrictMonoOn Φ (Set.Ici 1) := by
    apply strictMonoOn_of_deriv_pos (convex_Ici 1)
    · exact fun t ht => (hd t ht).continuousAt.continuousWithinAt
    · intro t ht
      have ht' : (1 : ℝ) < t := by simpa using ht
      rw [(hd t ht'.le).deriv]
      exact hpos t ht'.le
  have hΦ : Tendsto Φ atTop (𝓝 (c * (Real.sqrt (π / x) / 2 - 0))) :=
    ((gaussian_partial_tendsto hx).sub hlim).const_mul c
  have m1 : (1 : ℝ) ∈ Set.Ici (1 : ℝ) := le_refl (1 : ℝ)
  have m2 : (2 : ℝ) ∈ Set.Ici (1 : ℝ) := show (1 : ℝ) ≤ 2 by norm_num
  have h1 : Φ 1 < Φ 2 := hmono m1 m2 (by norm_num)
  have h2 : Φ 2 ≤ c * (Real.sqrt (π / x) / 2 - 0) := by
    apply ge_of_tendsto hΦ
    filter_upwards [eventually_ge_atTop (2 : ℝ)] with b hb
    exact hmono.monotoneOn m2 (show (1 : ℝ) ≤ b by linarith) hb
  have e1 : Φ 1 = c * (boysF0 x - G 1) := rfl
  have h3 := h1.trans_le h2
  rw [e1] at h3
  unfold asymptoticError
  linarith

/-- The slope of the Gaussian `exp (-x t²)` in `t`. -/
theorem gaussian_hasDerivAt (x t : ℝ) :
    HasDerivAt (fun s : ℝ => Real.exp (-x * s ^ 2))
      (Real.exp (-x * t ^ 2) * (-x * (2 * t))) t :=
  ((hasDerivAt_pow 2 t).const_mul (-x)).exp.congr_deriv (by norm_num)

/-- The asymptotic error is smaller than `exp (-x) / (2x)`. -/
theorem error_lt {x : ℝ} (hx : 0 < x) : asymptoticError x < Real.exp (-x) / (2 * x) := by
  have h := error_comparison hx (-1)
    (G := fun t => -(Real.exp (-x * t ^ 2) / (2 * x * t)))
    (g := fun t => Real.exp (-x * t ^ 2) * (1 + 1 / (2 * x * t ^ 2))) ?_ ?_ ?_
  · simp only [one_pow, mul_one] at h
    linarith
  · intro t ht
    have ht0 : 0 < t := by linarith
    have hne : 2 * x * t ≠ 0 := by positivity
    refine ((gaussian_hasDerivAt x t).fun_div
      ((hasDerivAt_id' t).const_mul (2 * x)) hne).fun_neg.congr_deriv ?_
    first
      | (field_simp; done)
      | (field_simp; ring)
  · intro t ht
    have ht0 : 0 < t := by linarith
    have hp : 0 < Real.exp (-x * t ^ 2) * (1 / (2 * x * t ^ 2)) := by positivity
    linarith
  · -- the comparison function is dominated by `1 / (2xt)`
    have ha : Tendsto (fun t : ℝ => 1 / (2 * x) * t⁻¹) atTop (𝓝 0) := by
      simpa using tendsto_inv_atTop_zero.const_mul (1 / (2 * x))
    refine squeeze_zero_norm' ?_ ha
    filter_upwards [eventually_gt_atTop (0 : ℝ)] with t ht
    have hq : 0 ≤ x * t ^ 2 := by positivity
    have hE : Real.exp (-x * t ^ 2) ≤ 1 := Real.exp_le_one_iff.2 (by linarith)
    rw [norm_neg, Real.norm_of_nonneg (by positivity)]
    calc Real.exp (-x * t ^ 2) / (2 * x * t) ≤ 1 / (2 * x * t) :=
          div_le_div₀ zero_le_one hE (by positivity) le_rfl
      _ = 1 / (2 * x) * t⁻¹ := by field_simp

/-- The asymptotic error is larger than `exp (-x) / (2x + 1)`. -/
theorem lt_error {x : ℝ} (hx : 0 < x) : Real.exp (-x) / (2 * x + 1) < asymptoticError x := by
  have h := error_comparison hx 1
    (G := fun t => -(Real.exp (-x * t ^ 2) * t / (2 * x * t ^ 2 + 1)))
    (g := fun t => Real.exp (-x * t ^ 2) * (1 - 2 / (2 * x * t ^ 2 + 1) ^ 2)) ?_ ?_ ?_
  · simp only [one_pow, mul_one] at h
    linarith
  · intro t ht
    have hne : 2 * x * t ^ 2 + 1 ≠ 0 := by positivity
    have hD : HasDerivAt (fun s : ℝ => 2 * x * s ^ 2 + 1) (2 * x * (2 * t)) t :=
      (((hasDerivAt_pow 2 t).const_mul (2 * x)).add_const 1).congr_deriv (by norm_num)
    refine (((gaussian_hasDerivAt x t).fun_mul
      (hasDerivAt_id' t)).fun_div hD hne).fun_neg.congr_deriv ?_
    first
      | (field_simp; done)
      | (field_simp; ring)
  · intro t ht
    have hp : 0 < Real.exp (-x * t ^ 2) * (2 / (2 * x * t ^ 2 + 1) ^ 2) := by positivity
    linarith
  · have ha : Tendsto (fun t : ℝ => 1 / (2 * x) * t⁻¹) atTop (𝓝 0) := by
      simpa using tendsto_inv_atTop_zero.const_mul (1 / (2 * x))
    refine squeeze_zero_norm' ?_ ha
    filter_upwards [eventually_gt_atTop (0 : ℝ)] with t ht
    have hq : 0 ≤ x * t ^ 2 := by positivity
    have hE : Real.exp (-x * t ^ 2) ≤ 1 := Real.exp_le_one_iff.2 (by linarith)
    rw [norm_neg, Real.norm_of_nonneg (by positivity)]
    calc Real.exp (-x * t ^ 2) * t / (2 * x * t ^ 2 + 1) ≤ 1 * t / (2 * x * t ^ 2) :=
          div_le_div₀ (by positivity) (mul_le_mul_of_nonneg_right hE ht.le)
            (by positivity) (by linarith)
      _ = 1 / (2 * x) * t⁻¹ := by field_simp

/-- For `x > 0`, the difference between `√(π/x)/2` and the Boys function of order zero lies
strictly between `(exp (-x) / (2x)) (1 - 1/(2x))` and `exp (-x) / (2x)`. -/
theorem boysF0_asymptotic_bounds {x : ℝ} (hx : 0 < x) :
    Real.exp (-x) / (2 * x) * (1 - 1 / (2 * x)) < Real.sqrt (π / x) / 2 - boysF0 x ∧
      Real.sqrt (π / x) / 2 - boysF0 x < Real.exp (-x) / (2 * x) := by
  refine ⟨lt_trans ?_ (lt_error hx), error_lt hx⟩
  have key : Real.exp (-x) / (2 * x + 1) - Real.exp (-x) / (2 * x) * (1 - 1 / (2 * x))
      = Real.exp (-x) / (4 * x ^ 2 * (2 * x + 1)) := by
    have hne : 2 * x + 1 ≠ 0 := by positivity
    first
      | (field_simp; done)
      | (field_simp; ring)
  have hp : 0 < Real.exp (-x) / (4 * x ^ 2 * (2 * x + 1)) := by positivity
  linarith

/-- For all `x ≥ 29` the leading asymptotic term reproduces the Boys function of order zero
with absolute error below `10⁻¹⁴`. -/
theorem error_below_of_ge {x : ℝ} (hx : 29 ≤ x) :
    |Real.sqrt (π / x) / 2 - boysF0 x| < 1 / 10 ^ 14 := by
  have hx0 : 0 < x := by linarith
  have hlow : 0 < asymptoticError x := lt_trans (by positivity) (lt_error hx0)
  have hup := error_lt hx0
  have hmon : Real.exp (-x) / (2 * x) ≤ Real.exp (-29) / 58 :=
    div_le_div₀ (Real.exp_pos _).le (Real.exp_le_exp.2 (by linarith)) (by norm_num)
      (by linarith)
  -- numerical input: `exp 29 > 2 · 10¹²`
  have hbig : (2 * 10 ^ 12 : ℝ) < Real.exp 29 := by
    have he : Real.exp 29 = Real.exp 1 ^ 29 := by
      rw [← Real.exp_nat_mul]; norm_num
    have h27 : (2.7 : ℝ) ≤ Real.exp 1 := by linarith [Real.exp_one_gt_d9]
    rw [he]
    exact lt_of_lt_of_le (by norm_num) (pow_le_pow_left₀ (by norm_num) h27 29)
  have hprod : Real.exp (-29) * Real.exp 29 = 1 := by
    rw [← Real.exp_add]; norm_num
  have hm := mul_lt_mul_of_pos_left hbig (Real.exp_pos (-29))
  change |asymptoticError x| < _
  rw [abs_of_pos hlow]
  linarith

/-- For all `0 < x ≤ 28` the error of the leading asymptotic term exceeds `10⁻¹⁴`. -/
theorem error_above_of_le {x : ℝ} (hx0 : 0 < x) (hx : x ≤ 28) :
    1 / 10 ^ 14 < Real.sqrt (π / x) / 2 - boysF0 x := by
  have hlow := lt_error hx0
  have hmon : Real.exp (-28) / 57 ≤ Real.exp (-x) / (2 * x + 1) :=
    div_le_div₀ (Real.exp_pos _).le (Real.exp_le_exp.2 (by linarith)) (by positivity)
      (by linarith)
  -- numerical input: `exp 28 < 1.6 · 10¹²`
  have hsmall : Real.exp 28 < (16 * 10 ^ 11 : ℝ) := by
    have he : Real.exp 28 = Real.exp 1 ^ 28 := by
      rw [← Real.exp_nat_mul]; norm_num
    have h272 : Real.exp 1 ≤ (2.72 : ℝ) := by linarith [Real.exp_one_lt_d9]
    rw [he]
    exact lt_of_le_of_lt (pow_le_pow_left₀ (Real.exp_pos 1).le h272 28) (by norm_num)
  have hprod : Real.exp (-28) * Real.exp 28 = 1 := by
    rw [← Real.exp_add]; norm_num
  have hm := mul_lt_mul_of_pos_left hsmall (Real.exp_pos (-28))
  change _ < asymptoticError x
  linarith

end

end BoysFunctionAsymptotics
```

```lean
#print axioms BoysFunctionAsymptotics.boysF0_asymptotic_bounds
-- 'BoysFunctionAsymptotics.boysF0_asymptotic_bounds' depends on axioms: [propext, Classical.choice, Quot.sound]
#print axioms BoysFunctionAsymptotics.error_below_of_ge
-- 'BoysFunctionAsymptotics.error_below_of_ge' depends on axioms: [propext, Classical.choice, Quot.sound]
#print axioms BoysFunctionAsymptotics.error_above_of_le
-- 'BoysFunctionAsymptotics.error_above_of_le' depends on axioms: [propext, Classical.choice, Quot.sound]
```

## How the Lean proof follows the slopes

`gaussian_partial_tendsto` supplies the limit of the partial integrals. It combines the integrability of the Gaussian with Mathlib's value `integral_gaussian_Ioi` for the half-line integral.

`error_comparison` is the slope argument for general `G`, `g` and `c`. Its hypotheses `hG`, `hpos` and `hlim` say that `g` is the derivative of `G` on $[1,\infty)$, that the slope difference has the required sign, and that `G` tends to zero. The fundamental theorem of calculus enters through `integral_hasStrictDerivAt`, which gives the derivative of `Φ`. Then `strictMonoOn_of_deriv_pos` turns the positive derivative into strict monotonicity. The steps `h1` and `h2` are the two inequalities around $\Phi(2)$, with `ge_of_tendsto` performing the passage to the limit. The theorem allows any real `c`, although only the values $-1$ and $1$ are used.

`gaussian_hasDerivAt` records the derivative $-2xt\,e^{-xt^2}$. Both `error_lt` and `lt_error` use it when they apply the comparison principle with the explicit functions above. Each has to verify the same three conditions:

1. The derivative of `G` is the given `g`. Lean builds it from the product and quotient rules, and `field_simp`, followed by `ring` if needed, checks the algebraic simplification.
2. The slope lies on the correct side of the Gaussian. The tactic `positivity` shows that the correction term is positive, and `linarith` completes the comparison.
3. `G` vanishes at infinity. The lemma `squeeze_zero_norm'` uses the bound $1/(2xt)$, which follows from $e^{-xt^2}\le1$.

`boysF0_asymptotic_bounds` takes its upper half directly from `error_lt`. For the lower half, the identity `key` is the difference of the two lower bounds computed above, and its positivity links the stated bound to `lt_error`.

In the two cutoff theorems, `hmon` replaces the bound at `x` by its value at 29 or 28. Mathlib's decimal bounds on `Real.exp 1` give the estimates $2.7$ and $2.72$, which are raised to the powers 29 and 28, and `norm_num` evaluates the resulting rational numbers. The identity `hprod`, which says that $e^{-n}e^{n}=1$ for the relevant $n$, converts a bound on the large exponential into one on the small exponential. In `error_below_of_ge`, the positivity obtained from `lt_error` also removes the absolute value.
